# Pfaffian minor summation: the overlap of a paired state with a Slater determinant as one Pfaffian

A code that holds $2n$ fermions in $M$ orthonormal orbitals and needs the overlap of a Slater determinant with a paired state, $1/n!$ times the $n$-th power of one pair creation operator acting on the vacuum, can expand both states in occupation patterns. The overlap is then a sum of $\binom{M}{2n}$ terms, each a Pfaffian times a determinant; for $20$ particles in $40$ orbitals that is about $1.4\times10^{11}$ terms. The terms carry signs, so a truncated sum has no definite direction of error. The minor summation identity replaces the whole sum by two matrix products and one $2n\times2n$ Pfaffian, for a finite orbital basis, an even particle number and scalars such as $\mathbb R$ or $\mathbb C$ that allow division by every positive integer.

## The identity for $\mathrm{Pf}(BAB^T)$

Let $A$ be an $M\times M$ pairing matrix and $B$ a $2n\times M$ matrix, with all indices starting at $0$. For a $2n\times 2n$ matrix $C$ define
$$\mathrm{Pf}(C)=\frac{1}{2^n n!}\sum_{\sigma}\mathrm{sgn}(\sigma)\prod_{k=0}^{n-1}C_{\sigma(2k),\sigma(2k+1)},$$
where $\sigma$ runs over the permutations of the slots $0,\dots,2n-1$. For antisymmetric $C$ the prefactor removes the overcounting of pairings: $n!$ orders of the pairs and two orders within each pair. An occupation pattern $S$ is a set of $2n$ orbitals listed as $s(0)<\dots<s(2n-1)$. Write $A_S$ for the matrix with entries $A_{s(i),s(j)}$ and $B_S$ for the columns $s(0),\dots,s(2n-1)$ of $B$. Then
$$\sum_S \mathrm{Pf}(A_S)\,\det(B_S)=\mathrm{Pf}(BAB^T).$$

Let $c_i^\dagger$ create a fermion in orbital $i$ of an orthonormal set of orbitals, let $|0\rangle$ be the vacuum, and $|S\rangle=c^\dagger_{s(0)}\cdots c^\dagger_{s(2n-1)}|0\rangle$. The paired state is $|\Psi\rangle=\frac1{n!}\big(\tfrac12\sum_{ij}A_{ij}c_i^\dagger c_j^\dagger\big)^n|0\rangle$, with amplitude $\mathrm{Pf}(A_S)$ on $|S\rangle$. The determinant is $|\Phi\rangle=d_0^\dagger\cdots d_{2n-1}^\dagger|0\rangle$ with $d_a^\dagger=\sum_iB_{ai}c_i^\dagger$, and its amplitude is $\det(B_S)$. The condition $A^T=-A$ expresses Fermi statistics: since $c_i^\dagger c_j^\dagger=-c_j^\dagger c_i^\dagger$, a symmetric part of $A$ creates nothing. Because the orbitals are orthonormal, so are the states $|S\rangle$, and the overlap is a sum of products of amplitudes; in a non-orthogonal basis the orbital overlap matrix would enter. For complex entries the bra is conjugated, and with $\bar B$ the entrywise conjugate and $B^H=\bar B^T$,
$$\langle\Phi|\Psi\rangle=\sum_S\overline{\det(B_S)}\;\mathrm{Pf}(A_S)=\mathrm{Pf}(\bar BAB^H).$$

## Trial-state overlaps and real-space pair functions

A Monte Carlo code whose walkers are single Slater determinants and whose trial state is a number-projected BCS state, built from one pair operator in a finite basis, needs this overlap, or its complex conjugate when the trial state is the bra, for every walker. If instead $B_{ai}=\varphi_i(x_a)$ is the value of orbital $\varphi_i$ at the coordinate $x_a$ (position, and spin if the fermions carry it) of particle $a$, the identity equates the determinant expansion of the paired wave function with the Pfaffian of the pair function $\sum_{ij}\varphi_i(x_a)A_{ij}\varphi_j(x_b)$, again in a finite basis; the factor $1/\sqrt{(2n)!}$ of normalised determinants is left out on both sides.

Neither state need be normalised. The normalised overlap is the Pfaffian divided by $\big(\sum_S|\mathrm{Pf}A_S|^2\big)^{1/2}\big(\sum_S|\det B_S|^2\big)^{1/2}$, when both factors are nonzero. Take $M=3$, $n=1$, antisymmetric $A$ with $A_{01}=A_{12}=1$, $A_{02}=0$, and rows $(1,0,0)$, $(0,1,0)$ for $B$. Only $S=\{0,1\}$ contributes, both sides equal $1$, the squared norms are $2$ and $1$, and the normalised overlap is $1/\sqrt2$.

## From entries of $BAB^T$ to minors of $B$

For a map $f$ from slots to indices put $P_A(f)=\prod_kA_{f(2k),f(2k+1)}$, and let $C=BAB^T$.

1. Each entry is $C_{ab}=\sum_{p,q}B_{ap}A_{pq}B_{bq}$. Multiplying out the $n$ factors of $P_C(\sigma)$ means choosing orbitals $(p_k,q_k)$ for each pair $k$. The slots $2k$ and $2k+1$ cover $0,\dots,2n-1$ once each, so this choice is a map $f$ with $f(2k)=p_k$, $f(2k+1)=q_k$, and
$$P_C(\sigma)=\sum_fP_A(f)\prod_{i=0}^{2n-1}B_{\sigma(i),f(i)}.$$

2. Multiply by $\mathrm{sgn}(\sigma)$, sum over $\sigma$ and exchange the sums. With $(B_f)_{ai}=B_{a,f(i)}$, the Leibniz formula gives
$$\sum_\sigma\mathrm{sgn}(\sigma)P_C(\sigma)=\sum_fP_A(f)\det(B_f).$$

3. If $f(i)=f(j)$ for some $i\ne j$, then $B_f$ has two equal columns and the term is zero. This is the exclusion principle.

4. An injective $f$ has an image $S$ of $2n$ orbitals and is $s\circ\sigma$ for exactly one pattern and one permutation $\sigma$, which now orders the columns. Then $\det(B_{s\circ\sigma})=\mathrm{sgn}(\sigma)\det(B_S)$ and $P_A(s\circ\sigma)=P_{A_S}(\sigma)$, so
$$\sum_fP_A(f)\det(B_f)=\sum_S\det(B_S)\sum_\sigma\mathrm{sgn}(\sigma)P_{A_S}(\sigma).$$
Dividing by $2^nn!$ gives the identity.

No step uses $A^T=-A$ or $2n\le M$. For $M<2n$ there are no patterns and $\mathrm{Pf}(BAB^T)=0$. For $n=0$ the only pattern is empty and both sides are $1$. For antisymmetric $A$ one has $(BAB^T)^T=BA^TB^T=-BAB^T$, and for $n=1$ the definition gives $\mathrm{Pf}(C)=\tfrac12(C_{01}-C_{10})=C_{01}$, so that $(BAB^T)_{01}=\sum_{i<j}A_{ij}(B_{0i}B_{1j}-B_{0j}B_{1i})$.

## The Lean 4 source

```lean
import Mathlib

open Matrix Equiv ComplexConjugate

namespace PfaffianMinorSummation

noncomputable section

variable {R : Type*} [CommRing R] {n M N : ℕ}

/-- First slot `2k` of the `k`-th pair. -/
def lo (k : Fin n) : Fin (2 * n) := ⟨2 * k, by have := k.isLt; omega⟩

/-- Second slot `2k + 1` of the `k`-th pair. -/
def hi (k : Fin n) : Fin (2 * n) := ⟨2 * k + 1, by have := k.isLt; omega⟩

/-- Product of the `n` pair amplitudes when slot `i` carries the index `f i`. -/
def pairProd {ι : Type*} (A : Matrix ι ι R) (f : Fin (2 * n) → ι) : R :=
  ∏ k : Fin n, A (f (lo k)) (f (hi k))

/-- The Pfaffian as the signed permutation sum of pair products, divided by `2^n n!`. -/
def pf [Algebra ℚ R] (A : Matrix (Fin (2 * n)) (Fin (2 * n)) R) : R :=
  (1 / (2 ^ n * (n.factorial : ℚ)) : ℚ) •
    ∑ σ : Perm (Fin (2 * n)), ((Perm.sign σ : ℤ) : R) * pairProd (n := n) A ⇑σ

/-- Occupation patterns: sets of `N` occupied orbitals out of `M`. -/
abbrev Occ (M N : ℕ) := {S : Finset (Fin M) // S.card = N}

/-- The occupied orbitals of a pattern, in increasing order. -/
def orb (S : Occ M N) : Fin N → Fin M := S.1.orderEmbOfFin S.2

/-- Amplitude `Pf(A_S)` of the paired state on the pattern `S`. -/
def pairedAmp [Algebra ℚ R] (A : Matrix (Fin M) (Fin M) R) (S : Occ M (2 * n)) : R :=
  pf (A.submatrix (orb S) (orb S))

/-- Amplitude `det(B_S)` of the Slater determinant with orbital rows `B` on the pattern `S`. -/
def slaterAmp (B : Matrix (Fin N) (Fin M) R) (S : Occ M N) : R :=
  (B.submatrix id (orb S)).det

/-- Every slot is the first or the second slot of exactly one pair. -/
theorem slots_bijective : Function.Bijective (Sum.elim (lo (n := n)) (hi (n := n))) := by
  rw [Fintype.bijective_iff_surjective_and_card]
  constructor
  · intro i
    have := i.isLt
    by_cases h : i.val % 2 = 0
    · exact ⟨Sum.inl ⟨i / 2, by omega⟩, Fin.ext (by show 2 * (i.val / 2) = i.val; omega)⟩
    · exact ⟨Sum.inr ⟨i / 2, by omega⟩, Fin.ext (by show 2 * (i.val / 2) + 1 = i.val; omega)⟩
  · simp only [Fintype.card_sum, Fintype.card_fin]
    omega

/-- The pair product of `B A Bᵀ` is a sum over all assignments `f` of orbitals to slots. -/
theorem pairProd_contract {κ : Type*} (A : Matrix (Fin M) (Fin M) R) (B : Matrix κ (Fin M) R)
    (g : Fin (2 * n) → κ) :
    pairProd (B * A * Bᵀ) g
      = ∑ f : Fin (2 * n) → Fin M, pairProd A f * ∏ i, B (g i) (f i) := by
  have entry : ∀ a b, (B * A * Bᵀ) a b
      = ∑ p : Fin M × Fin M, B a p.1 * A p.1 p.2 * B b p.2 := by
    intro a b
    rw [Fintype.sum_prod_type, Finset.sum_comm]
    simp only [Matrix.mul_apply, transpose_apply, Finset.sum_mul]
  have pairs : ∀ h : Fin (2 * n) → R, ∏ i, h i = ∏ k : Fin n, h (lo k) * h (hi k) := by
    intro h
    rw [← slots_bijective.prod_comp h, Fintype.prod_sum_type, Finset.prod_mul_distrib]
    rfl
  -- one orbital per slot is the same as two orbitals per pair
  have hb : Function.Bijective
      (fun (f : Fin (2 * n) → Fin M) (k : Fin n) => (f (lo k), f (hi k))) := by
    rw [Fintype.bijective_iff_injective_and_card]
    constructor
    · intro f f' h
      funext i
      obtain ⟨k | k, rfl⟩ := slots_bijective.2 i
      · exact congrArg Prod.fst (congrFun h k)
      · exact congrArg Prod.snd (congrFun h k)
    · simp only [Fintype.card_fun, Fintype.card_prod, Fintype.card_fin]
      ring
  unfold pairProd
  simp only [entry]
  rw [Finset.prod_univ_sum, Fintype.piFinset_univ]
  symm
  refine Fintype.sum_bijective _ hb _ _ fun f => ?_
  rw [pairs (fun i => B (g i) (f i)), ← Finset.prod_mul_distrib]
  refine Finset.prod_congr rfl fun k _ => ?_
  try dsimp only
  ring

/-- A sum over orbital assignments whose terms vanish on repeated orbitals is a sum over
occupation patterns and orderings of the occupied orbitals. -/
theorem sum_assignments (g : (Fin N → Fin M) → R)
    (hg : ∀ f, ¬ Function.Injective f → g f = 0) :
    ∑ f, g f = ∑ S : Occ M N, ∑ σ : Perm (Fin N), g (orb S ∘ σ) := by
  have hr : ∀ S : Occ M N, Set.range (orb S) = S.1 := fun S => S.1.range_orderEmbOfFin S.2
  rw [← Fintype.sum_prod_type' (fun (S : Occ M N) (σ : Perm (Fin N)) => g (orb S ∘ σ))]
  symm
  refine Fintype.sum_of_injective (fun p : Occ M N × Perm (Fin N) => orb p.1 ∘ p.2)
    ?_ _ _ ?_ (fun _ => rfl)
  · rintro ⟨S, σ⟩ ⟨T, τ⟩ h
    have h' : orb S ∘ σ = orb T ∘ τ := h
    have h1 := congrArg Set.range h'
    rw [σ.surjective.range_comp, τ.surjective.range_comp, hr, hr] at h1
    have hST : S = T := Subtype.ext (Finset.coe_injective h1)
    subst hST
    have hστ : σ = τ := Equiv.ext fun i => (S.1.orderEmbOfFin S.2).injective (congrFun h' i)
    rw [hστ]
  · intro f hf
    refine hg f fun hinj => hf ?_
    -- sort the image of an injective assignment
    let S : Occ M N := ⟨Finset.univ.image f, by
      rw [Finset.card_image_of_injective _ hinj, Finset.card_univ, Fintype.card_fin]⟩
    have hmem : ∀ i, ∃ j, orb S j = f i := fun i => by
      have : f i ∈ Set.range (orb S) := by
        rw [hr]
        exact Finset.mem_coe.2 (Finset.mem_image_of_mem f (Finset.mem_univ i))
      exact this
    choose s hs using hmem
    have hsi : Function.Injective s := fun i j h => hinj (by rw [← hs, ← hs, h])
    exact ⟨(S, Equiv.ofBijective s (Finite.injective_iff_bijective.1 hsi)), funext hs⟩

/-- If the pairing matrix `A` is antisymmetric, so is the contracted matrix `B A Bᵀ`. -/
theorem contract_antisymm (A : Matrix (Fin M) (Fin M) R) (hA : Aᵀ = -A)
    (B : Matrix (Fin N) (Fin M) R) : (B * A * Bᵀ)ᵀ = -(B * A * Bᵀ) := by
  rw [transpose_mul, transpose_mul, transpose_transpose, hA, Matrix.neg_mul, Matrix.mul_neg,
    Matrix.mul_assoc]

variable [Algebra ℚ R]

/-- Pfaffian minor summation: the sum over `2n`-orbital patterns of `Pf(A_S) det(B_S)`
equals `Pf(B A Bᵀ)`. -/
theorem minor_summation (A : Matrix (Fin M) (Fin M) R) (B : Matrix (Fin (2 * n)) (Fin M) R) :
    ∑ S : Occ M (2 * n), pairedAmp A S * slaterAmp B S = pf (B * A * Bᵀ) := by
  -- the signed sum over rows of `B` builds a determinant
  have expand : ∑ σ : Perm (Fin (2 * n)),
        ((Perm.sign σ : ℤ) : R) * pairProd (n := n) (B * A * Bᵀ) ⇑σ
      = ∑ f : Fin (2 * n) → Fin M, pairProd A f * (B.submatrix id f).det := by
    simp only [pairProd_contract, Finset.mul_sum]
    rw [Finset.sum_comm]
    refine Finset.sum_congr rfl fun f _ => ?_
    rw [det_apply', Finset.mul_sum]
    refine Finset.sum_congr rfl fun σ _ => ?_
    simp only [submatrix_apply, id_eq]
    ring
  -- a repeated orbital gives two equal columns
  have hz : ∀ f : Fin (2 * n) → Fin M, ¬ Function.Injective f →
      pairProd A f * (B.submatrix id f).det = 0 := by
    intro f hf
    obtain ⟨i, j, hij, hne⟩ := Function.not_injective_iff.1 hf
    rw [det_zero_of_column_eq hne (fun k => by simp [hij]), mul_zero]
  unfold pairedAmp slaterAmp pf
  symm
  rw [expand, sum_assignments (fun f => pairProd A f * (B.submatrix id f).det) hz,
    Finset.smul_sum]
  refine Finset.sum_congr rfl fun S _ => ?_
  rw [smul_mul_assoc, Finset.sum_mul]
  refine congrArg _ (Finset.sum_congr rfl fun σ _ => ?_)
  -- reordering the columns gives the sign of the permutation
  have h1 : (B.submatrix id (orb S ∘ σ)).det
      = ((Perm.sign σ : ℤ) : R) * (B.submatrix id (orb S)).det :=
    det_permute' σ (B.submatrix id (orb S))
  have h2 : pairProd (n := n) (A.submatrix (orb S) (orb S)) ⇑σ = pairProd A (orb S ∘ σ) := rfl

  rw [h1, h2]
  ring

/-- With fewer than `2n` orbitals, `Pf(B A Bᵀ)` vanishes. -/
theorem pf_contract_eq_zero (h : M < 2 * n) (A : Matrix (Fin M) (Fin M) R)
    (B : Matrix (Fin (2 * n)) (Fin M) R) : pf (B * A * Bᵀ) = 0 := by
  rw [← minor_summation]
  refine Finset.sum_eq_zero fun S _ => ?_
  have := Finset.card_le_univ S.1
  rw [S.2, Fintype.card_fin] at this
  omega

/-- Complex overlap with the Slater determinant as the bra: the sum of
`conj(det B_S) Pf(A_S)` equals `Pf(B̄ A Bᴴ)`. -/
theorem overlap_complex (A : Matrix (Fin M) (Fin M) ℂ) (B : Matrix (Fin (2 * n)) (Fin M) ℂ) :
    ∑ S : Occ M (2 * n), conj (slaterAmp B S) * pairedAmp A S
      = pf (B.map conj * A * Bᴴ) := by
  refine Eq.trans (Finset.sum_congr rfl fun S _ => ?_) (minor_summation A (B.map conj))
  have h : conj (slaterAmp B S) = slaterAmp (B.map conj) S :=
    RingHom.map_det (starRingEnd ℂ) (B.submatrix id (orb S))
  rw [h, mul_comm]

/-- The Pfaffian of an antisymmetric `2 × 2` matrix is its upper off-diagonal entry. -/
theorem pf_two (A : Matrix (Fin 2) (Fin 2) R) (hA : Aᵀ = -A) : pf (n := 1) A = A 0 1 := by
  have h : pf (n := 1) A = (1 / (2 ^ 1 * ((Nat.factorial 1 : ℕ) : ℚ)) : ℚ) •
      ∑ σ : Perm (Fin 2), ((Perm.sign σ : ℤ) : R) * A (σ 0) (σ 1) :=
    congrArg _ (Finset.sum_congr rfl fun σ _ => by rw [pairProd, Fin.prod_univ_one]; rfl)
  have hu : (Finset.univ : Finset (Perm (Fin 2))) = {1, swap 0 1} := by decide
  have h10 : A 1 0 = -A 0 1 := congrFun (congrFun hA 0) 1
  have hs : ∑ σ : Perm (Fin 2), ((Perm.sign σ : ℤ) : R) * A (σ 0) (σ 1) = (2 : ℚ) • A 0 1 := by
    rw [hu, Finset.sum_pair (by decide)]
    simp [h10, two_smul]
  rw [h, hs, smul_smul]
  norm_num

/-- Two particles: for antisymmetric `A`, the entry `(B A Bᵀ)₀₁` is the sum over orbital
pairs `i < j` of `A_ij (B_0i B_1j - B_0j B_1i)`. -/
theorem two_particle (A : Matrix (Fin M) (Fin M) R) (hA : Aᵀ = -A)
    (B : Matrix (Fin 2) (Fin M) R) :
    (B * A * Bᵀ) 0 1 = ∑ S : Occ M 2, A (orb S 0) (orb S 1) *
      (B 0 (orb S 0) * B 1 (orb S 1) - B 0 (orb S 1) * B 1 (orb S 0)) := by
  refine ((pf_two _ (contract_antisymm A hA B)).symm.trans
    (minor_summation (n := 1) A B).symm).trans
    (Finset.sum_congr rfl fun (S : Occ M 2) _ => ?_)
  have h1 : pairedAmp (n := 1) A S = A (orb S 0) (orb S 1) :=
    pf_two (A.submatrix (orb S) (orb S)) (by rw [transpose_submatrix, hA]; rfl)
  have h2 : slaterAmp B S = B 0 (orb S 0) * B 1 (orb S 1) - B 0 (orb S 1) * B 1 (orb S 0) :=
    det_fin_two (B.submatrix id (orb S))
  exact congrArg₂ (· * ·) h1 h2

end

end PfaffianMinorSummation
```

```lean
#print axioms PfaffianMinorSummation.minor_summation
-- 'PfaffianMinorSummation.minor_summation' depends on axioms: [propext, Classical.choice, Quot.sound]
#print axioms PfaffianMinorSummation.pf_contract_eq_zero
-- 'PfaffianMinorSummation.pf_contract_eq_zero' depends on axioms: [propext, Classical.choice, Quot.sound]
#print axioms PfaffianMinorSummation.overlap_complex
-- 'PfaffianMinorSummation.overlap_complex' depends on axioms: [propext, Classical.choice, Quot.sound]
#print axioms PfaffianMinorSummation.two_particle
-- 'PfaffianMinorSummation.two_particle' depends on axioms: [propext, Classical.choice, Quot.sound]
```

## Lean objects and the conventions they fix

The scalars `R` form a commutative ring with `Algebra ℚ R`, which covers every field of characteristic zero, in particular $\mathbb R$ and $\mathbb C$, and gives $1/(2^nn!)$ a meaning. The slots $2k$ and $2k+1$ are `lo k` and `hi k`, `pairProd A f` is $P_A(f)$, and `pf` is the permutation sum above, defined for every square matrix of size `2 * n`. A pattern is an element of `Occ M (2 * n)`, and `orb S` is the increasing list $s$. The amplitudes `pairedAmp A S` and `slaterAmp B S` use the same list, which fixes their relative sign. Rows of `B` are the occupied single-particle states and columns are basis orbitals; a code that stores orbitals as columns passes the transpose.

`minor_summation` states the identity for arbitrary `A` and `B` and all `M` and `n`. `pf_contract_eq_zero` assumes `M < 2 * n`. `overlap_complex` conjugates the Slater amplitude and has `B.map conj * A * Bᴴ` inside the Pfaffian. The hypothesis `Aᵀ = -A` enters `contract_antisymm`, `pf_two` and `two_particle` only.

## The lemmas behind the four steps

Step 1 is `pairProd_contract`. It rests on `slots_bijective`, which sorts a slot by parity and compares cardinalities. Within `pairProd_contract`, `entry` expands one matrix element, `Finset.prod_univ_sum` multiplies out the product, `hb` identifies the choices $(p_k,q_k)$ with maps $f$, and `pairs` regroups the product over slots into pairs.

The counting in step 4 is `sum_assignments`, stated for any summand that vanishes on non-injective maps. The map $(S,\sigma)\mapsto s\circ\sigma$ is shown injective by comparing ranges, which gives $S$ and then $\sigma$; every injective `f` is reached by taking its image as the pattern.

In `minor_summation`, `expand` is step 2, through `Finset.sum_comm` and `det_apply'`; `hz` is step 3, through `det_zero_of_column_eq`; `h1` is the column sign from `det_permute'`, and `h2` holds by definition. The prefactor is carried along on both sides without being evaluated. `pf_contract_eq_zero` bounds the size of a pattern by `M`, `overlap_complex` applies the main theorem to $\bar B$ and moves conjugation through the determinant by `RingHom.map_det`, and `two_particle` combines the main theorem at $n=1$ with `contract_antisymm`, `pf_two` and `det_fin_two`.

## Exact algebra, defined amplitudes, no algorithm

The theorems give the identity with its sign and normalisation in exact arithmetic, for `pf` as defined. The file contains no Fock space: the two amplitudes are definitions, and their link to creation operators, like the norms and the numerical examples here, is ordinary reasoning and not a machine-checked statement. Among the theorems, `pf_two` is the one that tests the prefactor and matches `pf` with the familiar Pfaffian, at $n=1$. The sum over perfect matchings, the relation $\mathrm{Pf}(C)^2=\det C$ and elimination algorithms do not occur, so a fast routine has to be compared with the definition separately; a square root of $\det C$ would leave the sign undetermined. Rounding is not treated: for $M<2n$ a floating-point Pfaffian may return noise where the theorem gives zero. Odd particle numbers, states without fixed particle number and overlaps of two paired states are not covered.

## A pairing matrix stored as its upper triangle

Antisymmetry fails in practice when only the entries above the diagonal are filled. Take $M=2$, $n=1$,
$$A=\begin{pmatrix}0&1\\0&0\end{pmatrix},\qquad B=\begin{pmatrix}0&1\\1&0\end{pmatrix},\qquad BAB^T=\begin{pmatrix}0&0\\1&0\end{pmatrix}.$$
The product is not antisymmetric. The formula of `two_particle` fails: its left side is $(BAB^T)_{01}=0$ and its right side is $A_{01}\det B=-1$. The conclusion of `pf_two` fails too, since $\mathrm{Pf}(A)=\tfrac12$ while $A_{01}=1$. The main identity survives, with $\tfrac12\cdot(-1)$ on the left and $\tfrac12(0-1)$ on the right, but it describes the antisymmetric part $\tfrac12(A-A^T)$, half the intended pairing matrix. A routine that reads only the upper triangle of $BAB^T$ returns $0$, where the full matrix with $A_{10}=-1$ gives the overlap $-1$.
